# Equal amplitudes fix a full-rank open matrix product state up to a unique gauge, at given bond spaces

Suppose two calculations return the same state as matrix product states (MPS) with equal bond dimensions, and a block environment stored for one is to be used with the other. The environment is converted by an invertible matrix on the bond where it ends, applied to its ket index and, complex conjugated, to its bra index if the bra is the same MPS. The matrices come from a gauge transformation between the tensors of the two MPS. If the amplitudes agree exactly and the first MPS has no redundant bond states, this transformation exists, and it is unique once it is set to one at both ends of the chain.

Number the sites of an open chain $0,\dots,N-1$ and the bonds $0,\dots,N$. Site $k$ in level $x$ carries a $D_k\times D_{k+1}$ matrix $A_k^x$, with $D_0=D_N=1$, and the amplitude of a configuration $s$ is $A_0^{s_0}\cdots A_{N-1}^{s_{N-1}}$. Given a second MPS $B$ with the same amplitudes, we look for invertible $G_k$ with $G_0=G_N=1$ and

$$G_kB_k^x=A_k^xG_{k+1},\qquad\text{that is}\qquad B_k^x=G_k^{-1}A_k^xG_{k+1}.$$

## Two factorisations at one cut

Cutting a bond factorises the amplitudes into left row vectors $L(s)$ and right column vectors $R(t)$. In the linear algebra below, `S` and `T` label the configurations on the two sides and `n` labels the bond basis.

In Lean 4 with Mathlib:

```lean
import Mathlib

open Matrix

namespace OpenMPSGauge

section LinearAlgebra

variable {S T n m : Type*} [Fintype n]
```

Let the components $R(t)_a$, as functions of $t$, be linearly independent. If $v\cdot R(t)=w\cdot R(t)$ for all $t$, then $\sum_a(v_a-w_a)R(t)_a=0$ for all $t$, so $v=w$. The dot product has no complex conjugation.

```lean
/-- If the components of a family of vectors are linearly independent functions of the family
label, a vector is determined by its contractions with the family. -/
theorem eq_of_dot_eq {R : T → n → ℂ} (h : LinearIndependent ℂ (fun a t => R t a))
    {v w : n → ℂ} (hv : ∀ t, v ⬝ᵥ R t = w ⬝ᵥ R t) : v = w := by
  have key := Fintype.linearIndependent_iff.mp h (v - w) (by
    funext t
    have e : (v - w) ⬝ᵥ R t = 0 := by rw [sub_dotProduct, hv t, sub_self]
    rw [Finset.sum_apply]
    exact e)
  funext a
  exact sub_eq_zero.mp (key a)
```

Applied to each column of a matrix, this cancels a left block: if $L(s)M=L(s)M'$ for all $s$, then $M=M'$.

```lean
/-- A block with linearly independent columns can be cancelled from the left of a matrix
equation. -/
theorem eq_of_vecMul_eq {L : S → n → ℂ} (h : LinearIndependent ℂ (fun a s => L s a))
    {M M' : Matrix n m ℂ} (hM : ∀ s, L s ᵥ* M = L s ᵥ* M') : M = M' := by
  ext a b
  exact congrFun (eq_of_dot_eq h (v := fun a => M a b) (w := fun a => M' a b) (fun s =>
    (dotProduct_comm _ _).trans ((congrFun (hM s) b).trans (dotProduct_comm _ _)))) a
```

Independent columns also make the rows span the bond space. Otherwise a nonzero functional $f$ would vanish on all rows, so that $\sum_i f_iL(s)_i=0$ for all $s$, which independence forbids. Each basis vector is therefore a finite combination $e_a=\sum_s c_a(s)L(s)$.

```lean
variable [DecidableEq n]

/-- If a block has linearly independent columns, every basis vector of the bond space is a finite
linear combination of its rows. -/
theorem exists_row_combination {L : S → n → ℂ} (h : LinearIndependent ℂ (fun a s => L s a))
    (a : n) : ∃ c : S →₀ ℂ, ∀ b, ∑ s ∈ c.support, c s * L s b = if a = b then 1 else 0 := by
  have hspan : Submodule.span ℂ (Set.range L) = ⊤ := by
    by_contra hne
    -- a functional that kills all rows would be a linear relation among the columns
    obtain ⟨f, hf, hle⟩ := Submodule.exists_le_ker_of_lt_top _ (lt_top_iff_ne_top.mpr hne)
    have hz : (fun i => f (fun j => if i = j then 1 else 0)) = (0 : n → ℂ) :=
      eq_of_dot_eq h fun s => by
        have h0 : f (L s) = 0 := hle (Submodule.subset_span ⟨s, rfl⟩)
        rw [LinearMap.pi_apply_eq_sum_univ f (L s)] at h0
        rw [zero_dotProduct]
        exact (Finset.sum_congr rfl fun i _ => mul_comm _ _).trans h0
    apply hf
    refine LinearMap.ext fun v => ?_
    rw [LinearMap.pi_apply_eq_sum_univ f v, LinearMap.zero_apply]
    refine Finset.sum_eq_zero fun i _ => ?_
    have hi : f (fun j => if i = j then 1 else 0) = 0 := congrFun hz i
    rw [hi, smul_zero]
  have hmem : (fun b => if a = b then (1 : ℂ) else 0) ∈ Submodule.span ℂ (Set.range L) := by
    rw [hspan]
    exact Submodule.mem_top
  obtain ⟨c, hc⟩ := Finsupp.mem_span_range_iff_exists_finsupp.mp hmem
  refine ⟨c, fun b => ?_⟩
  have hb := congrFun hc b
  simpa [Finsupp.sum, Finset.sum_apply] using hb
```

Now let $L_A(s)\cdot R_A(t)=L_B(s)\cdot R_B(t)$ for all $s,t$, where the components of $L_A$ are linearly independent functions of $s$ and those of $R_A$ linearly independent functions of $t$. Take the coefficients $c_a$ for $L_A$ and set $G_{ab}=\sum_s c_a(s)L_B(s)_b$. Then

$$(GR_B(t))_a=\sum_s c_a(s)\,L_B(s)\cdot R_B(t)=\sum_s c_a(s)\,L_A(s)\cdot R_A(t)=R_A(t)_a .$$

If $vG=wG$, then $v\cdot R_A(t)=vG\cdot R_B(t)=wG\cdot R_B(t)=w\cdot R_A(t)$, so $v=w$. The square matrix $G$ is thus invertible. Finally,

$$L_A(s)\cdot R_A(t)=L_B(s)\cdot R_B(t)=L_B(s)G^{-1}\cdot R_A(t),$$

and cancelling $R_A$ gives $L_B(s)=L_A(s)G$. The proof calls the matrix `P` and its inverse `Q`.

```lean
/-- The left factors of two factorisations of one matrix through the same bond space differ by an
invertible matrix on the bond, if the first has independent columns on the left and independent rows
on the right. -/
theorem exists_gauge_at_cut {LA LB : S → n → ℂ} {RA RB : T → n → ℂ}
    (hL : LinearIndependent ℂ (fun a s => LA s a))
    (hR : LinearIndependent ℂ (fun a t => RA t a))
    (h : ∀ s t, LA s ⬝ᵥ RA t = LB s ⬝ᵥ RB t) :
    ∃ G : Matrix n n ℂ, IsUnit G ∧ ∀ s, LB s = LA s ᵥ* G := by
  choose c hc using exists_row_combination hL
  -- the same row combinations, taken in the second factorisation, define the gauge matrix
  obtain ⟨P, hP⟩ : ∃ P : Matrix n n ℂ, ∀ t, P *ᵥ RB t = RA t := by
    refine ⟨Matrix.of fun a b => ∑ s ∈ (c a).support, c a s * LB s b,
      fun t => funext fun a => ?_⟩
    have swap : ∀ (L : S → n → ℂ) (v : n → ℂ),
        ∑ x, (∑ s ∈ (c a).support, c a s * L s x) * v x
          = ∑ s ∈ (c a).support, c a s * (L s ⬝ᵥ v) := by
      intro L v
      simp only [dotProduct, Finset.sum_mul, Finset.mul_sum]
      rw [Finset.sum_comm]
      exact Finset.sum_congr rfl fun _ _ => Finset.sum_congr rfl fun _ _ => mul_assoc _ _ _
    have h2 := swap LA (RA t)
    simp only [hc, h, ite_mul, one_mul, zero_mul, Finset.sum_ite_eq, Finset.mem_univ,
      if_true] at h2
    exact (swap LB (RB t)).trans h2.symm
  have hu : IsUnit P := by
    rw [← Matrix.vecMul_injective_iff_isUnit]
    intro v w hvw
    change v ᵥ* P = w ᵥ* P at hvw
    exact eq_of_dot_eq hR fun t => by
      rw [← hP t, Matrix.dotProduct_mulVec, Matrix.dotProduct_mulVec, hvw]
  obtain ⟨Q, hQ⟩ := hu.exists_left_inv
  refine ⟨P, hu, fun s => ?_⟩
  have hs : LA s = LB s ᵥ* Q := eq_of_dot_eq hR fun t => by
    rw [h s t, ← hP t, ← Matrix.dotProduct_mulVec, Matrix.mulVec_mulVec, hQ, Matrix.one_mulVec]
  rw [hs, Matrix.vecMul_vecMul, hQ, Matrix.vecMul_one]

end LinearAlgebra
```

## The chain and its blocks

The type `χ k` labels the basis of bond $k$, so $D_k$ is its number of elements, and `A k x` is $A_k^x$. Sharing `χ` gives both MPS the same bond spaces. The tensors form an infinite sequence, of which an $N$-site chain uses the first $N$.

```lean
/-- Site-dependent MPS tensors: site `k` carries, for each local level in `σ`, a matrix from bond
`k` to bond `k + 1`; the type `χ k` labels the basis of bond `k`. -/
abbrev Tensors (σ : Type) (χ : ℕ → Type) := ∀ k, σ → Matrix (χ k) (χ (k + 1)) ℂ
```

The left block starts from $L(s,0)=(1)$ and grows by $L(s,k+1)=L(s,k)A_k^{s_k}$.

```lean
variable {σ : Type} {χ : ℕ → Type} [∀ k, Fintype (χ k)]

/-- Left block: the product of the first `k` site matrices in the configuration `s`, applied to a
row of ones on bond `0`. -/
def leftVec (A : Tensors σ χ) (s : ℕ → σ) : (k : ℕ) → χ k → ℂ
  | 0 => fun _ => 1
  | k + 1 => leftVec A s k ᵥ* A k (s k)
```

The right block satisfies $R(s,k)=A_k^{s_k}R(s,k+1)$, with $R(s,N)=(1)$. From here on `n` counts the sites in the right block, so $n=N-k$.

```lean
/-- Right block: the product of the `n` site matrices that start at site `k`, applied to a column
of ones on the last bond. -/
def rightVec (A : Tensors σ χ) (s : ℕ → σ) : (n : ℕ) → (k : ℕ) → χ k → ℂ
  | 0, _ => fun _ => 1
  | n + 1, k => A k (s k) *ᵥ rightVec A s n (k + 1)
```

The amplitude is the only entry of $L(s,N)$; `Unique (χ N)` says that the last bond is one-dimensional. Amplitudes need not be normalised.

```lean
/-- Amplitude of the configuration `s` in the open MPS of `N` sites, whose last bond is
one-dimensional. -/
def amplitude (A : Tensors σ χ) (N : ℕ) [Unique (χ N)] (s : ℕ → σ) : ℂ :=
  leftVec A s N default
```

`FullRank` requires, at each interior cut, independent columns of the left block and independent rows of the right block. With finitely many levels per site, this means that $D_k$ equals the Schmidt rank across the cut.

```lean
/-- At every interior cut of the `N`-site chain the left block has linearly independent columns
and the right block linearly independent rows. -/
def FullRank (N : ℕ) (A : Tensors σ χ) : Prop :=
  ∀ k n, 0 < k → 0 < n → k + n = N →
    LinearIndependent ℂ (fun (a : χ k) (s : ℕ → σ) => leftVec A s k a) ∧
    LinearIndependent ℂ (fun (a : χ k) (s : ℕ → σ) => rightVec A s n k a)
```

A configuration assigns a level to every natural number, but $L(s,k)$ depends only on $s_0,\dots,s_{k-1}$.

```lean
/-- The left block depends only on the levels of the sites to the left of the cut. -/
theorem leftVec_congr (A : Tensors σ χ) {s t : ℕ → σ} (k : ℕ) (h : ∀ j < k, s j = t j) :
    leftVec A s k = leftVec A t k := by
  induction k with
  | zero => rfl
  | succ k ih =>
    change leftVec A s k ᵥ* A k (s k) = leftVec A t k ᵥ* A k (t k)
    rw [ih fun j hj => h j (by omega), h k (by omega)]
```

The product $L(s,k)\cdot R(t,k)$ is the amplitude of the configuration that follows $s$ before the cut and $t$ from site $k$ on. The proof is an induction on the length of the right block, moving one site across the cut:

$$L(s,k)\cdot A_k^{t_k}R(t,k+1)=L(s,k)A_k^{t_k}\cdot R(t,k+1).$$

```lean
/-- Contracting a left block in configuration `s` with a right block in configuration `t` gives
the amplitude of the configuration that follows `s` before the cut and `t` after it. -/
theorem left_dot_right (A : Tensors σ χ) {N : ℕ} [Unique (χ N)] (s t : ℕ → σ) (n k : ℕ)
    (h : k + n = N) : leftVec A s k ⬝ᵥ rightVec A t n k
      = amplitude A N (fun j => if j < k then s j else t j) := by
  induction n generalizing k s with
  | zero =>
    obtain rfl : k = N := by omega
    rw [amplitude, leftVec_congr A (t := s) k fun j hj => if_pos hj]
    simp [rightVec, dotProduct]
  | succ n ih =>
    -- move site k from the right block to the left block
    let u : ℕ → σ := fun j => if j < k then s j else t j
    have hu : leftVec A u (k + 1) = leftVec A s k ᵥ* A k (t k) := by
      change leftVec A u k ᵥ* A k (u k) = _
      rw [leftVec_congr A (t := s) k fun j hj => if_pos hj, show u k = t k from if_neg (by omega)]
    change leftVec A s k ⬝ᵥ (A k (t k) *ᵥ rightVec A t n (k + 1)) = _
    rw [Matrix.dotProduct_mulVec, ← hu, ih u (k + 1) (by omega)]
    congr 1
    funext j
    by_cases h1 : j < k
    · simp [u, h1, Nat.lt_succ_of_lt h1]
    · simp [u, h1]
```

## What a gauge does to the amplitudes

A gauge consists of invertible bond matrices that satisfy the site relation. Setting them to one at the ends removes the common scalar by which all $G_k$ could otherwise be multiplied.

```lean
variable [∀ k, DecidableEq (χ k)]

/-- A gauge transformation between two `N`-site MPS: invertible bond matrices, equal to one at both
ends of the chain, with `G k * B k x = A k x * G (k + 1)` at every site. -/
structure IsGauge (N : ℕ) (A B : Tensors σ χ) (G : ∀ k, Matrix (χ k) (χ k) ℂ) : Prop where
  isUnit : ∀ k ≤ N, IsUnit (G k)
  left_end : G 0 = 1
  right_end : G N = 1
  intertwine : ∀ k < N, ∀ x, G k * B k x = A k x * G (k + 1)
```

Any gauge gives $L_B(s,k)=L_A(s,k)G_k$. This holds at $k=0$, and the induction step is

$$L_B(s,k)B_k^{s_k}=L_A(s,k)G_kB_k^{s_k}=L_A(s,k)A_k^{s_k}G_{k+1}.$$

```lean
/-- Under a gauge transformation the left block at a cut is multiplied by the bond matrix of that
cut. -/
theorem IsGauge.leftVec_eq {N : ℕ} {A B : Tensors σ χ} {G : ∀ k, Matrix (χ k) (χ k) ℂ}
    (hG : IsGauge N A B G) (s : ℕ → σ) (k : ℕ) (hk : k ≤ N) :
    leftVec B s k = leftVec A s k ᵥ* G k := by
  induction k with
  | zero =>
    rw [hG.left_end, Matrix.vecMul_one]
    rfl
  | succ k ih =>
    change leftVec B s k ᵥ* B k (s k) = (leftVec A s k ᵥ* A k (s k)) ᵥ* G (k + 1)
    rw [ih (by omega), Matrix.vecMul_vecMul, Matrix.vecMul_vecMul, hG.intertwine k (by omega)]
```

At $k=N$, where $G_N=1$, the amplitudes are equal. No rank condition is used.

```lean
/-- Gauge-related open MPS have equal amplitudes. -/
theorem IsGauge.amplitude_eq {N : ℕ} [Unique (χ N)] {A B : Tensors σ χ}
    {G : ∀ k, Matrix (χ k) (χ k) ℂ} (hG : IsGauge N A B G) (s : ℕ → σ) :
    amplitude A N s = amplitude B N s := by
  rw [amplitude, amplitude, hG.leftVec_eq s N le_rfl, hG.right_end, Matrix.vecMul_one]
```

## From equal amplitudes to the gauge

Conversely, let the amplitudes agree and let $A$ have full rank; nothing is asked of the rank of $B$. At an interior cut, the two factorisations supply an invertible $G_k$ with $L_B(s,k)=L_A(s,k)G_k$. At the ends $G_k=1$ works, because $L(s,0)=(1)$ for both and $L(s,N)$ is the amplitude.

For the site relation, let $s'$ be $s$ with site $k$ set to level $x$ (`Function.update s k x`). Then

$$L_A(s,k)G_kB_k^x=L_B(s,k)B_k^x=L_B(s',k+1)=L_A(s',k+1)G_{k+1}=L_A(s,k)A_k^xG_{k+1}.$$

Cancelling $L_A(s,k)$ gives $G_kB_k^x=A_k^xG_{k+1}$. A second gauge $G'$ satisfies $L_A(s,k)G'_k=L_B(s,k)=L_A(s,k)G_k$, and the same cancellation gives $G'_k=G_k$ on the interior bonds. On bonds $0$ and $N$ both are one by definition.

```lean
/-- Gauge freedom of open MPS: if two MPS with the same bond spaces and one-dimensional outer bonds
have equal amplitudes, and the first has full rank at every interior cut, then a gauge
transformation relates them, and it is unique on the bonds of the chain. -/
theorem exists_unique_gauge {N : ℕ} [Unique (χ 0)] [Unique (χ N)] {A B : Tensors σ χ}
    (hA : FullRank N A) (hAB : ∀ s, amplitude A N s = amplitude B N s) :
    ∃ G, IsGauge N A B G ∧ ∀ G', IsGauge N A B G' → ∀ k ≤ N, G' k = G k := by
  -- a bond matrix at each cut, from the two factorisations of the same amplitudes
  have cut : ∀ k, ∃ g : Matrix (χ k) (χ k) ℂ, k ≤ N → IsUnit g ∧
      (∀ s, leftVec B s k = leftVec A s k ᵥ* g) ∧ (k = 0 → g = 1) ∧ (k = N → g = 1) := by
    intro k
    rcases Nat.eq_zero_or_pos k with rfl | h0
    · exact ⟨1, fun _ => ⟨isUnit_one, fun s => by rw [Matrix.vecMul_one]; rfl,
        fun _ => rfl, fun _ => rfl⟩⟩
    rcases lt_trichotomy k N with h | rfl | h
    · obtain ⟨hL, hR⟩ := hA k (N - k) h0 (by omega) (by omega)
      obtain ⟨g, hg, hl⟩ := exists_gauge_at_cut (LB := fun s => leftVec B s k)
        (RB := fun t => rightVec B t (N - k) k) hL hR (fun s t => by
          rw [left_dot_right A (N := N) s t (N - k) k (by omega),
            left_dot_right B (N := N) s t (N - k) k (by omega), hAB])
      exact ⟨g, fun _ => ⟨hg, hl, fun e => absurd e (by omega), fun e => absurd e (by omega)⟩⟩
    · refine ⟨1, fun _ => ⟨isUnit_one, fun s => ?_, fun _ => rfl, fun _ => rfl⟩⟩
      rw [Matrix.vecMul_one]
      funext a
      rw [Subsingleton.elim a default]
      exact (hAB s).symm
    · exact ⟨1, fun h' => absurd h' (by omega)⟩
  choose G hG using cut
  refine ⟨G, ⟨fun k hk => (hG k hk).1, (hG 0 (Nat.zero_le _)).2.2.1 rfl,
    (hG N le_rfl).2.2.2 rfl, ?_⟩, ?_⟩
  · intro k hk x
    have hL : LinearIndependent ℂ (fun (a : χ k) (s : ℕ → σ) => leftVec A s k a) := by
      rcases Nat.eq_zero_or_pos k with rfl | h0
      · refine Fintype.linearIndependent_iff.mpr fun g hg i => ?_
        have h1 := congrFun hg (fun _ => x)
        rw [Subsingleton.elim i default]
        simpa [leftVec] using h1
      · exact (hA k (N - k) h0 (by omega) (by omega)).1
    -- append site k in level x, then cancel the left block
    refine eq_of_vecMul_eq hL fun s => ?_
    have e : ∀ C : Tensors σ χ,
        leftVec C (Function.update s k x) (k + 1) = leftVec C s k ᵥ* C k x := by
      intro C
      change leftVec C (Function.update s k x) k ᵥ* C k (Function.update s k x k) = _
      rw [leftVec_congr C (t := s) k fun j hj => Function.update_of_ne (by omega) _ _,
        Function.update_self]
    calc leftVec A s k ᵥ* (G k * B k x) = leftVec B s k ᵥ* B k x := by
          rw [← Matrix.vecMul_vecMul, ← (hG k hk.le).2.1 s]
      _ = leftVec B (Function.update s k x) (k + 1) := (e B).symm
      _ = leftVec A (Function.update s k x) (k + 1) ᵥ* G (k + 1) := (hG (k + 1) hk).2.1 _
      _ = leftVec A s k ᵥ* (A k x * G (k + 1)) := by rw [e A, Matrix.vecMul_vecMul]
  · intro G' hG' k hk
    rcases Nat.eq_zero_or_pos k with rfl | h0
    · exact hG'.left_end.trans ((hG 0 hk).2.2.1 rfl).symm
    rcases hk.eq_or_lt with rfl | h
    · exact hG'.right_end.trans ((hG _ le_rfl).2.2.2 rfl).symm
    · exact eq_of_vecMul_eq (hA k (N - k) h0 (by omega) (by omega)).1 fun s =>
        (hG'.leftVec_eq s k hk).symm.trans ((hG k hk).2.1 s)

end OpenMPSGauge
```

```lean
#print axioms OpenMPSGauge.IsGauge.amplitude_eq
#print axioms OpenMPSGauge.exists_unique_gauge
```

```
'OpenMPSGauge.IsGauge.amplitude_eq' depends on axioms: [propext, Classical.choice, Quot.sound]
'OpenMPSGauge.exists_unique_gauge' depends on axioms: [propext, Classical.choice, Quot.sound]
```

The theorem assumes exact equality of the amplitudes, `hAB`. Computed states agree only up to truncation, rounding and often a global phase. The phase can be absorbed in one tensor beforehand; for the other differences the theorem gives no error bound.

## A Bell pair, and a redundant bond state

Take $N=2$, two levels and $D_1=2$. The Bell state $(|00\rangle+|11\rangle)/\sqrt2$ has the two full-rank forms

| | $x=0$ | $x=1$ |
|---|---|---|
| $A_0^x$ | $(1,0)$ | $(0,1)$ |
| $A_1^x$ | $(1,0)^T/\sqrt2$ | $(0,1)^T/\sqrt2$ |
| $B_0^x$ | $(1,1)$ | $(0,1)$ |
| $B_1^x$ | $(1,0)^T/\sqrt2$ | $(-1,1)^T/\sqrt2$ |

The relation $B_0^x=A_0^xG_1$ gives the rows of $G_1=\begin{pmatrix}1&1\\0&1\end{pmatrix}$. At the other site, $G_1B_1^1=(-1+1,\,1)^T/\sqrt2=A_1^1$, and likewise $G_1B_1^0=A_1^0$.

Independent left columns of $A$ alone do not guarantee a gauge. Keep $A_0^x$, but set $A_1^0=(1,0)^T$ and $A_1^1=0$, so that the second row of the right block vanishes. The state is $|00\rangle$. Let $B$ equal $A$ except that $B_0^1=(0,0)$; its amplitudes are the same. A gauge would need $(0,0)=(0,1)G_1$, a zero row in an invertible matrix.
